# The frame potential of N pure qubit states is at least N²/3, and equals it exactly for two-designs

Prepare a spin one-half twice, both times up along a unit vector $n$. The projector is $P=(I+n\cdot\sigma)/2$, and the squared overlaps $\operatorname{tr}(P_jP_k)^2$, summed over all four ordered pairs, give 4. This sum is the frame potential of the title. Turn the second spin down, and the sum falls to 2. Compare both values with $N^2/3=4/3$:

$$4=\tfrac43+2+\tfrac23,\qquad 2=\tfrac43+0+\tfrac23 .$$

The term 2 measures the net polarisation, which the opposite pair removes. The term $2/3$ measures the preference for one axis, which turning a spin over leaves unchanged. For any number $N$ of pure states the excess over $N^2/3$ splits in this way, so it vanishes exactly when the Bloch vectors sum to zero and their squared components add up to the same value along every axis.

```lean
import Mathlib

open Matrix
open scoped Kronecker

namespace QubitTwoDesign

noncomputable section
```

## States, moments and the exchange operator

The indices 0, 1, 2 of `Fin 3` stand for $x,y,z$, and the matrices are written in the eigenbasis of $\sigma_z$.

```lean
/-- The three Pauli matrices, in the order x, y, z. -/
def pauli : Fin 3 → Matrix (Fin 2) (Fin 2) ℂ :=
  ![!![0, 1; 1, 0], !![0, -Complex.I; Complex.I, 0], !![1, 0; 0, -1]]
```

A real vector $v$ gives the matrix $(I+v\cdot\sigma)/2$. The definition accepts any $v$; it is a pure-state projector when $v$ has unit length, which the theorems below assume where they need it.

```lean
/-- The qubit matrix `(I + v·σ)/2` with Bloch vector `v`. -/
def qubitState (v : Fin 3 → ℝ) : Matrix (Fin 2) (Fin 2) ℂ :=
  (1 / 2 : ℂ) • (1 + ∑ a, (v a : ℂ) • pauli a)
```

The quantity to be bounded is

$$F=\sum_{j,k}\operatorname{tr}(P_jP_k)^2=\sum_{j,k}|\langle\psi_j|\psi_k\rangle|^4 ,$$

where $\psi_j$ is the state vector of $P_j$. The name "frame potential" is also used for the sum of $|\langle\psi_j|\psi_k\rangle|^2$, and for versions divided by $N^2$; here it is the unnormalised fourth-power sum. The code takes the real part of each trace.

```lean
/-- The frame potential: the sum over all pairs of the squared overlap `tr(P_j P_k)`. -/
def framePotential {N : ℕ} (n : Fin N → Fin 3 → ℝ) : ℝ :=
  ∑ j, ∑ k, (trace (qubitState (n j) * qubitState (n k))).re ^ 2
```

Net polarisation is recorded by $S=\sum_j n_j$.

```lean
/-- The sum of the Bloch vectors. -/
def firstMoment {N : ℕ} (n : Fin N → Fin 3 → ℝ) : Fin 3 → ℝ := ∑ j, n j
```

Preference for an axis is recorded by the $3\times3$ matrix $T=\sum_j n_jn_j^{T}$.

```lean
/-- The sum of the dyads `n_j n_jᵀ` of the Bloch vectors. -/
def secondMoment {N : ℕ} (n : Fin N → Fin 3 → ℝ) : Matrix (Fin 3) (Fin 3) ℝ :=
  ∑ j, vecMulVec (n j) (n j)
```

The operator SWAP exchanges two qubits. Its rows and columns are labelled by pairs of qubit indices.

```lean
/-- The operator that exchanges two qubits. -/
def swapOp : Matrix (Fin 2 × Fin 2) (Fin 2 × Fin 2) ℂ :=
  Matrix.of fun p q => if p.1 = q.2 ∧ p.2 = q.1 then 1 else 0
```

## The overlap of two states

Each matrix entry of a state is a constant plus a linear function of the Bloch vector.

```lean
/-- The entries of `(I + v·σ)/2` are affine in the Bloch vector. -/
theorem qubitState_apply (v : Fin 3 → ℝ) (a b : Fin 2) :
    qubitState v a b = 1 / 2 * ((1 : Matrix (Fin 2) (Fin 2) ℂ) a b
      + ∑ k, (v k : ℂ) * pauli k a b) := by
  simp [qubitState, Matrix.sum_apply]
```

Since $\operatorname{tr}\sigma_a=0$ and $\operatorname{tr}\sigma_a\sigma_b=2\delta_{ab}$,

$$\operatorname{tr}(P_uP_v)=\tfrac14(2+2\,u\cdot v)=\frac{1+u\cdot v}{2}.$$

The overlap is therefore real, and taking the real part in $F$ loses nothing. Lean multiplies out the entries; the $\sigma_y$ term needs $i^2=-1$, which the last line supplies.

```lean
/-- The overlap of two qubit matrices is real and equals `(1 + u·v)/2`. -/
theorem trace_overlap (u v : Fin 3 → ℝ) :
    trace (qubitState u * qubitState v) = (((1 + u ⬝ᵥ v) / 2 : ℝ) : ℂ) := by
  simp only [Matrix.trace_fin_two, Matrix.mul_apply, Fin.sum_univ_two, qubitState_apply]
  simp [pauli, dotProduct, Fin.sum_univ_three]
  linear_combination (-(u 1 : ℂ) * (v 1 : ℂ) / 2) * Complex.I_sq
```

## The excess as a sum of squares

Squaring the overlap gives

$$\operatorname{tr}(P_jP_k)^2=\tfrac14+\tfrac12\,n_j\cdot n_k+\tfrac14(n_j\cdot n_k)^2 .$$

Because $(n_j\cdot n_k)^2=\sum_{ab}(n_{ja}n_{jb})(n_{ka}n_{kb})$, each term is a sum of products of a factor in $j$ and a factor in $k$. The double sum then factorises:

$$F=\tfrac{N^2}{4}+\tfrac12|S|^2+\tfrac14\sum_{ab}T_{ab}^2 .$$

Unit length gives $\operatorname{tr}T=N$, hence

$$\sum_{ab}\bigl(T-\tfrac N3I\bigr)_{ab}^2=\sum_{ab}T_{ab}^2-\tfrac{2N}{3}\operatorname{tr}T+\tfrac{N^2}{3}=\sum_{ab}T_{ab}^2-\tfrac{N^2}{3},$$

and substitution yields

$$F=\tfrac{N^2}{3}+\tfrac12|S|^2+\tfrac14\bigl\|T-\tfrac N3I\bigr\|^2 ,$$

with the Frobenius norm. In the proof, `h` is the squared overlap, `hd` the expanded norm and `ht` the trace condition.

```lean
/-- For unit Bloch vectors, the frame potential exceeds `N²/3` by half the squared length of the
first moment plus a quarter of the squared Frobenius distance of the second moment from
`(N/3) I`. -/
theorem framePotential_eq {N : ℕ} (n : Fin N → Fin 3 → ℝ) (hn : ∀ j, n j ⬝ᵥ n j = 1) :
    framePotential n = (N : ℝ) ^ 2 / 3 + 1 / 2 * ∑ a, firstMoment n a ^ 2
      + 1 / 4 * ∑ a, ∑ b, ((secondMoment n - ((N : ℝ) / 3) • 1) a b) ^ 2 := by
  -- the Frobenius distance from a multiple of the identity
  have hd (M : Matrix (Fin 3) (Fin 3) ℝ) (c : ℝ) :
      ∑ a, ∑ b, ((M - c • 1) a b) ^ 2
        = (∑ a, ∑ b, M a b ^ 2) - 2 * c * (M 0 0 + M 1 1 + M 2 2) + 3 * c ^ 2 := by
    simp [Fin.sum_univ_three, Matrix.one_apply]
    ring
  -- the squared overlap splits into products of a factor in j and a factor in k
  have h (j k : Fin N) : (trace (qubitState (n j) * qubitState (n k))).re ^ 2
      = 1 / 4 + 1 / 2 * ∑ a, n j a * n k a
        + 1 / 4 * ∑ a, ∑ b, (n j a * n j b) * (n k a * n k b) := by
    rw [trace_overlap, Complex.ofReal_re]
    simp only [dotProduct, Fin.sum_univ_three]
    ring
  have hS (a : Fin 3) : firstMoment n a = ∑ j, n j a := by
    simp [firstMoment, Finset.sum_apply]
  have hT (a b : Fin 3) : secondMoment n a b = ∑ j, n j a * n j b := by
    simp [secondMoment, Matrix.sum_apply, vecMulVec_apply]
  -- unit length fixes the trace of the second moment
  have ht : ∑ j, n j ⬝ᵥ n j = (N : ℝ) := by simp [hn]
  simp only [dotProduct, Fin.sum_univ_three, Finset.sum_add_distrib] at ht
  rw [hd, framePotential,
    Finset.sum_congr rfl fun j _ => Finset.sum_congr rfl fun k _ => h j k]
  simp only [hS, hT, Fin.sum_univ_three, Finset.sum_add_distrib, ← Finset.mul_sum,
    ← Finset.sum_mul, Finset.sum_const, Finset.card_univ, Fintype.card_fin, nsmul_eq_mul]
  linear_combination ((N : ℝ) / 6) * ht
```

The closing tactic, `linear_combination`, deserves a closer look. It is given a multiple of a known equation and checks by ring algebra that this multiple accounts for the difference between the two sides of the goal. Here that difference is $\frac N6(\operatorname{tr}T-N)$, so the coefficient is $N/6$ and the equation is `ht`. The sums over $j$ are treated as unknowns. The line also shows where unit length enters: only through the sum of the squared lengths.

## The bound and its equality case

Both extra terms are sums of real squares, so $F\ge N^2/3$. Equality makes every square zero, which means $S=0$ and $T=\frac N3I$; conversely, these two conditions remove the excess. The lemma `Finset.sum_eq_zero_iff_of_nonneg` passes from a vanishing sum to its vanishing terms, once for $S$ and twice for the double sum in $T$.

```lean
/-- For `N` unit Bloch vectors the frame potential is at least `N²/3`, with equality exactly when
the vectors sum to zero and their dyads sum to `(N/3) I`. -/
theorem framePotential_bound {N : ℕ} (n : Fin N → Fin 3 → ℝ) (hn : ∀ j, n j ⬝ᵥ n j = 1) :
    (N : ℝ) ^ 2 / 3 ≤ framePotential n ∧
      (framePotential n = (N : ℝ) ^ 2 / 3 ↔
        firstMoment n = 0 ∧ secondMoment n = ((N : ℝ) / 3) • 1) := by
  rw [framePotential_eq n hn]
  have h1 : 0 ≤ ∑ a, firstMoment n a ^ 2 := Finset.sum_nonneg fun a _ => sq_nonneg _
  have h2 : 0 ≤ ∑ a, ∑ b, ((secondMoment n - ((N : ℝ) / 3) • 1) a b) ^ 2 :=
    Finset.sum_nonneg fun a _ => Finset.sum_nonneg fun b _ => sq_nonneg _
  refine ⟨by linarith, fun h => ⟨?_, ?_⟩, fun h => ?_⟩
  · have h0 : ∑ a, firstMoment n a ^ 2 = 0 := by linarith
    ext a
    exact pow_eq_zero_iff two_ne_zero |>.1
      ((Finset.sum_eq_zero_iff_of_nonneg fun a _ => sq_nonneg _).1 h0 a (Finset.mem_univ a))
  · have h0 : ∑ a, ∑ b, ((secondMoment n - ((N : ℝ) / 3) • 1) a b) ^ 2 = 0 := by linarith
    apply sub_eq_zero.1
    ext a b
    have ha := (Finset.sum_eq_zero_iff_of_nonneg fun a _ =>
      Finset.sum_nonneg fun b _ => sq_nonneg _).1 h0 a (Finset.mem_univ a)
    exact pow_eq_zero_iff two_ne_zero |>.1
      ((Finset.sum_eq_zero_iff_of_nonneg fun b _ => sq_nonneg _).1 ha b (Finset.mem_univ b))
  · rw [h.1, h.2]
    simp
```

## Two copies of the qubit

Let $D=\sum_jP_j\otimes P_j$. From $\operatorname{tr}(A\otimes B)=\operatorname{tr}A\,\operatorname{tr}B$,

$$\operatorname{tr}D^2=\sum_{j,k}\operatorname{tr}(P_jP_k\otimes P_jP_k)=F .$$

```lean
/-- The frame potential is the trace of the square of the two-copy operator `∑ P_j ⊗ P_j`. -/
theorem framePotential_eq_trace {N : ℕ} (n : Fin N → Fin 3 → ℝ) :
    (framePotential n : ℂ) = trace ((∑ j, qubitState (n j) ⊗ₖ qubitState (n j))
      * ∑ k, qubitState (n k) ⊗ₖ qubitState (n k)) := by
  rw [Finset.sum_mul_sum, Matrix.trace_sum]
  simp only [framePotential, Complex.ofReal_sum, Complex.ofReal_pow]
  refine Finset.sum_congr rfl fun j _ => ?_
  rw [Matrix.trace_sum]
  refine Finset.sum_congr rfl fun k _ => ?_
  rw [← Matrix.mul_kronecker_mul, Matrix.trace_kronecker, trace_overlap, Complex.ofReal_re, sq]
```

The two-design property is $D=\frac N6(I+\mathrm{SWAP})$. If $F=N^2/3$, the moment conditions hold. The terms of $D$ linear in $n_j$ then cancel, the quadratic ones reduce to $\frac{N}{12}\sum_k\sigma_k\otimes\sigma_k$, and

$$D=\tfrac14\Bigl(N\,I+\tfrac N3\sum_k\sigma_k\otimes\sigma_k\Bigr)=\tfrac N6(I+\mathrm{SWAP}),$$

by $\sum_k\sigma_k\otimes\sigma_k=2\,\mathrm{SWAP}-I$. Conversely, $\operatorname{tr}(I+\mathrm{SWAP})^2=\operatorname{tr}(2I+2\,\mathrm{SWAP})=8+4=12$, so the operator identity gives $F=12\,(N/6)^2=N^2/3$.

In Lean, `key` does the averaging for a product of two affine functions of $n_j$, and `fin_cases` then compares the sixteen entries. The trace 12 is `h12`.

```lean
/-- For `N` unit Bloch vectors the frame potential equals `N²/3` exactly when
`∑ P_j ⊗ P_j = (N/6)(I + SWAP)`. -/
theorem framePotential_eq_iff_twoDesign {N : ℕ} (n : Fin N → Fin 3 → ℝ)
    (hn : ∀ j, n j ⬝ᵥ n j = 1) :
    framePotential n = (N : ℝ) ^ 2 / 3 ↔
      ∑ j, qubitState (n j) ⊗ₖ qubitState (n j) = ((N : ℂ) / 6) • (1 + swapOp) := by
  constructor
  · intro h
    obtain ⟨hS, hT⟩ := (framePotential_bound n hn).2.1 h
    have h1 (a : Fin 3) : ∑ j, (n j a : ℂ) = 0 := by
      have := congrFun hS a
      simp only [firstMoment, Finset.sum_apply, Pi.zero_apply] at this
      exact_mod_cast this
    have h2 (a b : Fin 3) :
        ∑ j, (n j a : ℂ) * (n j b : ℂ) = if a = b then (N : ℂ) / 3 else 0 := by
      have := congrFun (congrFun hT a) b
      simp only [secondMoment, Matrix.sum_apply, vecMulVec_apply, Matrix.smul_apply,
        Matrix.one_apply, smul_eq_mul, mul_ite, mul_one, mul_zero] at this
      by_cases hab : a = b
      · rw [if_pos hab] at this
        rw [if_pos hab]
        have hc := congrArg (fun r : ℝ => (r : ℂ)) this
        push_cast at hc
        exact hc
      · rw [if_neg hab] at this
        rw [if_neg hab]
        have hc := congrArg (fun r : ℝ => (r : ℂ)) this
        push_cast at hc
        exact hc
    -- averaging a product of two affine functions of the Bloch vector
    have key (p q : ℂ) (u v : Fin 3 → ℂ) :
        ∑ j, (p + ∑ a, (n j a : ℂ) * u a) * (q + ∑ a, (n j a : ℂ) * v a)
          = N * p * q + N / 3 * ∑ a, u a * v a := by
      have e (j : Fin N) : (p + ∑ a, (n j a : ℂ) * u a) * (q + ∑ a, (n j a : ℂ) * v a)
          = p * q + ∑ a, (p * v a + q * u a) * (n j a : ℂ)
            + ∑ a, ∑ b, (u a * v b) * ((n j a : ℂ) * (n j b : ℂ)) := by
        simp only [Fin.sum_univ_three]
        ring
      rw [Finset.sum_congr rfl fun j _ => e j]
      simp only [Fin.sum_univ_three, Finset.sum_add_distrib, ← Finset.mul_sum, h1, h2]
      simp
      ring
    ext ⟨a, c⟩ ⟨b, d⟩
    have hs : ∑ j, qubitState (n j) a b * qubitState (n j) c d
        = 1 / 4 * (N * (1 : Matrix (Fin 2) (Fin 2) ℂ) a b * (1 : Matrix (Fin 2) (Fin 2) ℂ) c d
          + N / 3 * ∑ k, pauli k a b * pauli k c d) := by
      refine Eq.trans ?_ (congrArg (fun t => (1 / 4 : ℂ) * t)
        (key _ _ (fun k => pauli k a b) (fun k => pauli k c d)))
      simp only [Finset.mul_sum (s := (Finset.univ : Finset (Fin N)))]
      refine Finset.sum_congr rfl fun j _ => ?_
      rw [qubitState_apply, qubitState_apply]
      ring
    rw [Matrix.sum_apply]
    simp only [Matrix.kroneckerMap_apply]
    rw [hs]
    fin_cases a <;> fin_cases b <;> fin_cases c <;> fin_cases d <;>
      simp [pauli, swapOp, Fin.sum_univ_three] <;> ring
  · intro h
    have h12 : trace ((1 + swapOp) * (1 + swapOp)) = 12 := by
      norm_num [Matrix.trace, Matrix.mul_apply, Fintype.sum_prod_type, Fin.sum_univ_two,
        Matrix.one_apply, swapOp]
    have hc : (framePotential n : ℂ) = (((N : ℝ) ^ 2 / 3 : ℝ) : ℂ) := by
      rw [framePotential_eq_trace, h, Matrix.smul_mul, Matrix.mul_smul, Matrix.trace_smul,
        Matrix.trace_smul, h12, smul_eq_mul, smul_eq_mul]
      push_cast
      ring
    exact Complex.ofReal_injective hc
```

## Six states that attain the bound

The eigenstates of $\sigma_x,\sigma_y,\sigma_z$ sit at the vertices of an octahedron. Each state has overlap 1 with itself, 0 with its opposite and $\frac12$ with the other four, so $F=6\,(1+4\cdot\frac14)=12=6^2/3$.

```lean
/-- The six vertices of the regular octahedron, on the coordinate axes of the Bloch sphere. -/
def octahedron : Fin 6 → Fin 3 → ℝ :=
  ![![1, 0, 0], ![-1, 0, 0], ![0, 1, 0], ![0, -1, 0], ![0, 0, 1], ![0, 0, -1]]
```

Lean reaches the same value through the moments, $S=0$ and $T=2I$.

```lean
/-- The octahedron consists of unit vectors and has frame potential `12 = 6²/3`. -/
theorem octahedron_witness :
    (∀ j, octahedron j ⬝ᵥ octahedron j = 1) ∧ framePotential octahedron = 12 := by
  have hu : ∀ j, octahedron j ⬝ᵥ octahedron j = 1 := by
    intro j
    fin_cases j <;> simp [octahedron, dotProduct, Fin.sum_univ_three]
  refine ⟨hu, ?_⟩
  have h := (framePotential_bound octahedron hu).2.2 ⟨by
    ext a
    fin_cases a <;> simp [firstMoment, octahedron, Fin.sum_univ_six], by
    ext a b
    have r0 : octahedron 0 = ![1, 0, 0] := rfl
    have r1 : octahedron 1 = ![-1, 0, 0] := rfl
    have r2 : octahedron 2 = ![0, 1, 0] := rfl
    have r3 : octahedron 3 = ![0, -1, 0] := rfl
    have r4 : octahedron 4 = ![0, 0, 1] := rfl
    have r5 : octahedron 5 = ![0, 0, -1] := rfl
    simp only [secondMoment, Fin.sum_univ_six, Matrix.add_apply, vecMulVec_apply,
      r0, r1, r2, r3, r4, r5]
    fin_cases a <;> fin_cases b <;> norm_num [Matrix.one_apply]⟩
  rw [h]
  norm_num

end

end QubitTwoDesign
```

```lean
#print axioms QubitTwoDesign.framePotential_eq_iff_twoDesign
-- 'QubitTwoDesign.framePotential_eq_iff_twoDesign' depends on axioms: [propext, Classical.choice, Quot.sound]
```

## Averages over the Bloch sphere, and the first-power sum

A uniformly distributed unit vector has mean zero and mean dyad $I/3$, so the uniform average of $P\otimes P$ is $(I+\mathrm{SWAP})/6$, the value of $D/N$ for a nonempty two-design. Let a noisy single-qubit gate act on density matrices as a fixed linear map $\mathcal E$, and let the ideal gate be a unitary $U$. The output fidelity $\operatorname{tr}(UPU^\dagger\,\mathcal E(P))$ is then quadratic in the pure input $P$, so its average over all pure inputs equals its average over the six octahedral states. Applying this to an experiment also assumes that the six states are prepared, and the fidelities measured, without error; the theorems say nothing about such errors.

Summing the overlaps $(1+n_j\cdot n_k)/2$ themselves, without squaring them, gives a neighbouring result that is derived here but not formalised:

$$\sum_{j,k}\operatorname{tr}(P_jP_k)=\tfrac{N^2}{2}+\tfrac12|S|^2\ \ge\ \tfrac{N^2}{2},$$

with equality exactly when $S=0$, that is, when $\sum_jP_j=\frac N2I$. The opposite pair of spins meets this weaker condition.
